# A real positive definite matrix [[X, Y], [Y, X]] that preserves the RPA metric has exactly one symmetric squeezing matrix K

## Can a different K give the same amplitudes?

After an RPA calculation with real orbitals on a stable reference (positive definite Hessian), I normalise the amplitudes to the RPA metric and split an orthogonal rotation among the excitation modes off the amplitude matrix. What remains is a positive definite matrix

$$U=\begin{pmatrix}X&Y\\Y&X\end{pmatrix},\qquad USU=S,\qquad S=\begin{pmatrix}I&0\\0&-I\end{pmatrix}.$$

I then take the matrix logarithm of $X+Y$, call it $K$, and store only that, expecting to recover $U$ as the exponential of $\begin{pmatrix}0&K\\K&0\end{pmatrix}$. But matrix logarithms are many-valued. Does this $K$ really reproduce both blocks, and could someone else find another one from the same $U$?

## The symmetric logarithm of X + Y reproduces U, and it is unique

Your $K$ reproduces both blocks, and no other real symmetric matrix does. Symmetry matters here: for two modes, $K=0$ and $K=2\pi\begin{pmatrix}0&-1\\1&0\end{pmatrix}$ both give $U=I$, so uniqueness fails among arbitrary real $K$.

The condition $USU=S$ says that mixing excitation and de-excitation operators keeps the bosonic commutation relations that RPA assigns to them. Positive definiteness says that $U$ squeezes the modes without also rotating them. For finitely many real RPA modes, such a transformation is therefore fixed by the single symmetric matrix $K$.

### From the blocks to K and back

**The exponential.** Write $G=\begin{pmatrix}0&K\\K&0\end{pmatrix}$. On the sum and difference modes $(v,v)/\sqrt2$ and $(v,-v)/\sqrt2$, $G$ acts as $K$ and $-K$. Exponentiating and transforming back gives

$$e^G=\begin{pmatrix}\cosh K&\sinh K\\ \sinh K&\cosh K\end{pmatrix},\qquad \cosh K=\tfrac12(e^K+e^{-K}),\quad \sinh K=\tfrac12(e^K-e^{-K}).$$

If $U=e^G$, adding the two upper blocks gives $X+Y=e^K$.

**Existence.** For $v\neq0$, the vector $(v,v)/\sqrt2$ has the quadratic form $v^T(X+Y)v$ in $U$, so $X+Y$ is positive definite. The upper blocks of $USU=S$ read $X^2-Y^2=I$ and $XY-YX=0$, hence

$$(X+Y)(X-Y)=X^2-Y^2-(XY-YX)=I.$$

Diagonalise $X+Y=P\,\mathrm{diag}(d)\,P^T$ with $P$ orthogonal and all $d_i>0$, and set $K=P\,\mathrm{diag}(\ln d)\,P^T$. Then $e^K=X+Y$ and $e^{-K}=(X+Y)^{-1}=X-Y$, so $\cosh K=X$ and $\sinh K=Y$.

**Uniqueness.** Two solutions $K$ and $L$ satisfy $e^K=e^L=X+Y$. Write $K=P\,\mathrm{diag}(d)\,P^T$ and $L=Q\,\mathrm{diag}(f)\,Q^T$, where $P$, $d$ now belong to $K$ and $f$ lists the eigenvalues of $L$ (called `e` in the Lean proof). The overlap $M=P^TQ$ obeys $e^{d_i}M_{ij}=M_{ij}e^{f_j}$. Wherever $M_{ij}\neq0$, the real exponential forces $d_i=f_j$. Thus $\mathrm{diag}(d)M=M\,\mathrm{diag}(f)$, and $K=L$.

**Converse.** For any real symmetric $K$, $G$ is symmetric, so $e^G$ has positive eigenvalues. Since $SGS=-G$, we have $Se^GS=e^{-G}$. Multiplying by $e^G$ on the right and $S$ on the left gives $e^GSe^G=S$.

### Two modes in numbers, and a sign that ruins it

Take $X=\tfrac54I$ and $Y=\tfrac34\sigma$, with $\sigma=\begin{pmatrix}0&1\\1&0\end{pmatrix}$. They commute, and $X^2-Y^2=\tfrac{25}{16}I-\tfrac{9}{16}I=I$. The sum $X+Y$ has eigenvalue $2$ on $(1,1)/\sqrt2$ and $\tfrac12$ on $(1,-1)/\sqrt2$. The logarithms are $\pm\ln2$, so $K=(\ln2)\,\sigma$. Back again, $\cosh K=\cosh(\ln2)\,I=\tfrac54I$ and $\sinh K=\sinh(\ln2)\,\sigma=\tfrac34\sigma$.

Symmetry of $U$ alone can't replace positive definiteness. For one mode, $X=-1$ and $Y=0$ give $U=-I$, which is symmetric and satisfies $USU=S$, but no real $K$ has $e^K=-1$.

### Reading the Lean statement

The finite type `n` labels the modes, and `n ⊕ n` lists excitations followed by de-excitations. `fromBlocks X Y Y X` is $U$, `metric` is $S$, and `squeezeGen K` is $G$. `exp` is the matrix exponential, not an entrywise one. Over the reals, `PosDef` includes symmetry.

In `existsUnique_squeezing`, `hU` is positive definiteness and `hS` is $USU=S$. The first part of the conclusion, with `∃!`, gives exactly one symmetric `K` whose generator exponentiates to $U$; the second says that any such `K` obeys `exp K = X + Y`. The theorem `squeezing_posDef_and_metric` is the converse.

Here `X` and `Y` are the blocks left after your rotation has been removed, whereas RPA texts usually use these letters for the raw eigenvector amplitudes. That removal is the step from a real calculation to this model which the hypotheses take as done. Complex amplitudes would need a different statement.

```lean
import Mathlib

open Matrix
open NormedSpace (exp)

namespace PureSqueezing

variable {n : Type*} [Fintype n] [DecidableEq n]

/-- The pure squeezing generator `[[0, K], [K, 0]]`, which couples excitations to
de-excitations. -/
def squeezeGen (K : Matrix n n ℝ) : Matrix (n ⊕ n) (n ⊕ n) ℝ := fromBlocks 0 K K 0

/-- The indefinite metric `S = diag(I, -I)` of the random-phase approximation. -/
def metric : Matrix (n ⊕ n) (n ⊕ n) ℝ := fromBlocks 1 0 0 (-1)

/-- A real symmetric matrix has an orthogonal eigenbasis, and its eigenvalues are positive
if the matrix is positive definite. -/
theorem exists_eigenbasis {A : Matrix n n ℝ} (hA : A.IsSymm) :
    ∃ (P : Matrix n n ℝ) (d : n → ℝ), P * Pᵀ = 1 ∧ A = P * diagonal d * Pᵀ ∧
      (A.PosDef → ∀ i, 0 < d i) := by
  have hH : A.IsHermitian := (conjTranspose_eq_transpose_of_trivial A).trans hA
  have ht : star (hH.eigenvectorUnitary : Matrix n n ℝ)
      = (hH.eigenvectorUnitary : Matrix n n ℝ)ᵀ :=
    conjTranspose_eq_transpose_of_trivial _
  refine ⟨(hH.eigenvectorUnitary : Matrix n n ℝ), hH.eigenvalues, ?_, ?_,
    fun h i => h.eigenvalues_pos i⟩
  · rw [← ht]
    exact mem_unitaryGroup_iff.mp hH.eigenvectorUnitary.2
  · rw [← ht]
    have h := hH.spectral_theorem
    rw [Unitary.conjStarAlgAut_apply] at h
    exact h

/-- The exponential of a diagonalised matrix is found by exponentiating its eigenvalues. -/
theorem exp_diagonalised {P Q : Matrix n n ℝ} (h : P * Q = 1) (d : n → ℝ) :
    exp (P * diagonal d * Q) = P * diagonal (fun i => Real.exp (d i)) * Q := by
  have hu : IsUnit P := ⟨⟨P, Q, h, mul_eq_one_comm.mp h⟩, rfl⟩
  rw [← inv_eq_right_inv h, Matrix.exp_conj P _ hu, Matrix.exp_diagonal, Pi.exp_def]
  simp only [Real.exp_eq_exp_ℝ]

/-- Two real symmetric matrices with the same exponential are equal. -/
theorem exp_injective_of_symm {K L : Matrix n n ℝ} (hK : K.IsSymm) (hL : L.IsSymm)
    (h : exp K = exp L) : K = L := by
  obtain ⟨P, d, hP, hKd, -⟩ := exists_eigenbasis hK
  obtain ⟨Q, e, hQ, hLe, -⟩ := exists_eigenbasis hL
  have hP' : Pᵀ * P = 1 := mul_eq_one_comm.mp hP
  have hQ' : Qᵀ * Q = 1 := mul_eq_one_comm.mp hQ
  rw [hKd, hLe, exp_diagonalised hP, exp_diagonalised hQ] at h
  -- the overlap of the two eigenbases intertwines the exponentiated spectra
  have hM : diagonal (fun i => Real.exp (d i)) * (Pᵀ * Q)
      = (Pᵀ * Q) * diagonal (fun i => Real.exp (e i)) := by
    calc _ = (Pᵀ * P) * diagonal (fun i => Real.exp (d i)) * (Pᵀ * Q) := by
          rw [hP', one_mul]
      _ = Pᵀ * (P * diagonal (fun i => Real.exp (d i)) * Pᵀ) * Q := by
          simp only [mul_assoc]
      _ = Pᵀ * (Q * diagonal (fun i => Real.exp (e i)) * Qᵀ) * Q := by rw [h]
      _ = (Pᵀ * Q) * diagonal (fun i => Real.exp (e i)) * (Qᵀ * Q) := by
          simp only [mul_assoc]
      _ = _ := by rw [hQ', mul_one]
  -- hence it only connects equal eigenvalues
  have hN : diagonal d * (Pᵀ * Q) = (Pᵀ * Q) * diagonal e := by
    ext i j
    have hij := congrFun (congrFun hM i) j
    rw [diagonal_mul, mul_diagonal] at hij ⊢
    by_cases h0 : (Pᵀ * Q) i j = 0
    · rw [h0, mul_zero, zero_mul]
    · rw [mul_comm] at hij
      rw [Real.exp_injective (mul_left_cancel₀ h0 hij), mul_comm]
  calc K = P * diagonal d * Pᵀ * (Q * Qᵀ) := by rw [hQ, mul_one, ← hKd]
    _ = P * (diagonal d * (Pᵀ * Q)) * Qᵀ := by simp only [mul_assoc]
    _ = (P * Pᵀ) * (Q * diagonal e * Qᵀ) := by rw [hN]; simp only [mul_assoc]
    _ = L := by rw [hP, one_mul, ← hLe]

/-- For real symmetric `K`, the exponential of the squeezing generator has the hyperbolic
cosine of `K` in its diagonal blocks and the hyperbolic sine in its off-diagonal blocks. -/
theorem exp_squeezeGen {K : Matrix n n ℝ} (hK : K.IsSymm) :
    exp (squeezeGen K) = fromBlocks
      ((1 / 2 : ℝ) • (exp K + exp (-K))) ((1 / 2 : ℝ) • (exp K - exp (-K)))
      ((1 / 2 : ℝ) • (exp K - exp (-K))) ((1 / 2 : ℝ) • (exp K + exp (-K))) := by
  obtain ⟨P, d, hP, hKd, -⟩ := exists_eigenbasis hK
  -- sum and difference modes decouple the two blocks
  have key : ∀ A B : Matrix n n ℝ, fromBlocks P P P (-P) * fromBlocks A 0 0 B *
      fromBlocks ((1 / 2 : ℝ) • Pᵀ) ((1 / 2 : ℝ) • Pᵀ) ((1 / 2 : ℝ) • Pᵀ)
        (-((1 / 2 : ℝ) • Pᵀ)) = fromBlocks
      ((1 / 2 : ℝ) • (P * A * Pᵀ + P * B * Pᵀ)) ((1 / 2 : ℝ) • (P * A * Pᵀ - P * B * Pᵀ))
      ((1 / 2 : ℝ) • (P * A * Pᵀ - P * B * Pᵀ))
      ((1 / 2 : ℝ) • (P * A * Pᵀ + P * B * Pᵀ)) := by
    intro A B
    simp only [fromBlocks_multiply, Matrix.mul_zero, add_zero, zero_add, Matrix.mul_neg,
      Matrix.neg_mul, Matrix.mul_smul]
    congr 1 <;> module
  have hQR := key 1 1
  simp only [fromBlocks_one, Matrix.mul_one, hP] at hQR
  have h1 : fromBlocks ((1 / 2 : ℝ) • ((1 : Matrix n n ℝ) + 1))
      ((1 / 2 : ℝ) • ((1 : Matrix n n ℝ) - 1)) ((1 / 2 : ℝ) • ((1 : Matrix n n ℝ) - 1))
      ((1 / 2 : ℝ) • ((1 : Matrix n n ℝ) + 1)) = 1 := by
    rw [← fromBlocks_one]
    congr 1 <;> module
  have e := exp_diagonalised (hQR.trans h1) (Sum.elim d (fun i => -d i))
  have hs : (fun i => Real.exp (Sum.elim d (fun i => -d i) i))
      = Sum.elim (fun i => Real.exp (d i)) (fun i => Real.exp (-d i)) := by
    ext i
    cases i <;> rfl
  have hd : diagonal (fun i => -d i) = -diagonal d := by
    ext i j
    by_cases h : i = j <;> simp [h]
  have hneg : P * diagonal (fun i => -d i) * Pᵀ = -K := by
    rw [hd, Matrix.mul_neg, Matrix.neg_mul, ← hKd]
  have e1 := exp_diagonalised hP d
  have e2 := exp_diagonalised hP (fun i => -d i)
  rw [← hKd] at e1
  rw [hneg] at e2
  rw [hs, ← fromBlocks_diagonal, ← fromBlocks_diagonal, key, key, ← hKd, hneg,
    ← e1, ← e2] at e
  have hg : squeezeGen K = fromBlocks ((1 / 2 : ℝ) • (K + -K)) ((1 / 2 : ℝ) • (K - -K))
      ((1 / 2 : ℝ) • (K - -K)) ((1 / 2 : ℝ) • (K + -K)) := by
    unfold squeezeGen
    congr 1 <;> module
  rw [hg]
  exact e

omit [DecidableEq n] in
/-- If `[[X, Y], [Y, X]]` is positive definite, so is `X + Y`. -/
theorem posDef_add {X Y : Matrix n n ℝ} (hU : (fromBlocks X Y Y X).PosDef) :
    (X + Y).PosDef := by
  obtain ⟨hX, hY, -, -⟩ := isHermitian_fromBlocks_iff.1 hU.isHermitian
  refine posDef_iff_dotProduct_mulVec.2 ⟨IsHermitian.add hX hY, ?_⟩
  intro v hv
  -- test the block matrix on the vector (v, v)
  have hw : Sum.elim v v ≠ 0 := fun h => hv (funext fun i => congrFun h (Sum.inl i))
  have hpos := hU.dotProduct_mulVec_pos hw
  have e : star (Sum.elim v v) ⬝ᵥ (fromBlocks X Y Y X *ᵥ Sum.elim v v)
      = 2 * (star v ⬝ᵥ ((X + Y) *ᵥ v)) := by
    simp only [dotProduct, Fintype.sum_sum_type, fromBlocks_mulVec, Sum.elim_inl,
      Sum.elim_inr, Pi.star_apply, star_trivial, Matrix.add_mulVec, Sum.elim_comp_inl,
      Sum.elim_comp_inr, Pi.add_apply, mul_add, Finset.sum_add_distrib]
    ring
  linarith

/-- Let `U = [[X, Y], [Y, X]]` be real, positive definite and satisfy `U S U = S`. Then exactly
one real symmetric `K` gives `U = exp [[0, K], [K, 0]]`, and this `K` obeys
`exp K = X + Y`. -/
theorem existsUnique_squeezing {X Y : Matrix n n ℝ} (hU : (fromBlocks X Y Y X).PosDef)
    (hS : fromBlocks X Y Y X * metric * fromBlocks X Y Y X = metric) :
    (∃! K : Matrix n n ℝ, K.IsSymm ∧ fromBlocks X Y Y X = exp (squeezeGen K)) ∧
      ∀ K : Matrix n n ℝ, K.IsSymm → fromBlocks X Y Y X = exp (squeezeGen K) →
        exp K = X + Y := by
  have hsum : ∀ K : Matrix n n ℝ, K.IsSymm → fromBlocks X Y Y X = exp (squeezeGen K) →
      exp K = X + Y := by
    intro K hK h
    rw [exp_squeezeGen hK] at h
    obtain ⟨hX, hY, -, -⟩ := fromBlocks_inj.1 h
    rw [hX, hY]
    module
  refine ⟨?_, hsum⟩
  -- the metric condition makes X - Y the inverse of X + Y
  unfold metric at hS
  rw [fromBlocks_multiply, fromBlocks_multiply, fromBlocks_inj] at hS
  obtain ⟨h1, h2, -, -⟩ := hS
  have hinv : (X + Y) * (X - Y) = 1 := by
    linear_combination (norm := noncomm_ring) h1 - h2
  -- K is the logarithm of X + Y
  have hA := posDef_add hU
  have hAs : (X + Y).IsSymm :=
    (conjTranspose_eq_transpose_of_trivial (X + Y)).symm.trans hA.isHermitian
  obtain ⟨P, d, hP, hd, hpos⟩ := exists_eigenbasis hAs
  have hK : (P * diagonal (fun i => Real.log (d i)) * Pᵀ).IsSymm := by
    simp [Matrix.IsSymm, transpose_mul, mul_assoc]
  have hexp : exp (P * diagonal (fun i => Real.log (d i)) * Pᵀ) = X + Y := by
    rw [exp_diagonalised hP, hd]
    simp only [Real.exp_log (hpos hA _)]
  refine ⟨_, ⟨hK, ?_⟩, fun L hL =>
    exp_injective_of_symm hL.1 hK ((hsum L hL.1 hL.2).trans hexp.symm)⟩
  rw [exp_squeezeGen hK, Matrix.exp_neg, hexp, inv_eq_right_inv hinv]
  congr 1 <;> module

/-- Conversely, for every real symmetric `K` the matrix `exp [[0, K], [K, 0]]` is positive
definite and preserves the metric `S`. -/
theorem squeezing_posDef_and_metric {K : Matrix n n ℝ} (hK : K.IsSymm) :
    (exp (squeezeGen K)).PosDef ∧
      exp (squeezeGen K) * metric * exp (squeezeGen K) = metric := by
  constructor
  · have hG : (squeezeGen K).IsSymm := by
      unfold squeezeGen Matrix.IsSymm
      rw [fromBlocks_transpose, hK.eq, transpose_zero]
    obtain ⟨P, d, hP, hd, -⟩ := exists_eigenbasis hG
    rw [hd, exp_diagonalised hP]
    refine posDef_iff_dotProduct_mulVec.2 ⟨?_, ?_⟩
    · refine (conjTranspose_eq_transpose_of_trivial _).trans ?_
      simp [transpose_mul, mul_assoc]
    · intro x hx
      have hy : Pᵀ *ᵥ x ≠ 0 := by
        intro h
        apply hx
        rw [← one_mulVec x, ← hP, ← mulVec_mulVec, h, mulVec_zero]
      obtain ⟨i, hi⟩ := Function.ne_iff.1 hy
      have hi' : (Pᵀ *ᵥ x) i ≠ 0 := hi
      -- in the eigenbasis the quadratic form is a positively weighted sum of squares
      have e : star x ⬝ᵥ ((P * diagonal (fun i => Real.exp (d i)) * Pᵀ) *ᵥ x)
          = ∑ i, Real.exp (d i) * (Pᵀ *ᵥ x) i ^ 2 := by
        rw [star_trivial, ← mulVec_mulVec, ← mulVec_mulVec, Matrix.dotProduct_mulVec,
          ← mulVec_transpose]
        simp only [dotProduct, mulVec_diagonal]
        exact Finset.sum_congr rfl fun i _ => by ring
      rw [e]
      exact Finset.sum_pos' (fun j _ => by positivity)
        ⟨i, Finset.mem_univ i, by positivity⟩
  · have hSS : (metric : Matrix (n ⊕ n) (n ⊕ n) ℝ) * metric = 1 := by
      simp [metric, fromBlocks_multiply]
    have hc : metric * squeezeGen K * metric = -squeezeGen K := by
      simp [metric, squeezeGen, fromBlocks_multiply, fromBlocks_neg]
    -- the metric reverses the squeezing
    have h := Matrix.exp_conj metric (squeezeGen K) ⟨⟨metric, metric, hSS, hSS⟩, rfl⟩
    rw [inv_eq_right_inv hSS, hc, Matrix.exp_neg] at h
    have hi := nonsing_inv_mul (exp (squeezeGen K))
      ((isUnit_iff_isUnit_det _).1 (Matrix.isUnit_exp (squeezeGen K)))
    calc _ = (metric * metric) * (exp (squeezeGen K) * metric * exp (squeezeGen K)) := by
          rw [hSS, one_mul]
      _ = metric * ((metric * exp (squeezeGen K) * metric) * exp (squeezeGen K)) := by
          simp only [mul_assoc]
      _ = metric := by rw [← h, hi, mul_one]

end PureSqueezing
```

```lean
#print axioms PureSqueezing.existsUnique_squeezing
-- 'PureSqueezing.existsUnique_squeezing' depends on axioms: [propext, Classical.choice, Quot.sound]
#print axioms PureSqueezing.squeezing_posDef_and_metric
-- 'PureSqueezing.squeezing_posDef_and_metric' depends on axioms: [propext, Classical.choice, Quot.sound]
```

### How the lemmas carry the argument

`exists_eigenbasis` supplies $P$ and $d$ from the spectral theorem, and `exp_diagonalised` exponentiates the eigenvalues. `exp_injective_of_symm` is the overlap argument: `hM` is the relation for the exponentiated spectra, and a case split on whether an overlap entry vanishes turns it into `hN`, the relation for the spectra themselves.

`exp_squeezeGen` proves the cosh–sinh formula. It uses the unnormalised matrix with blocks $P,P,P,-P$ and puts the factor $\tfrac12$ in its inverse, instead of $1/\sqrt2$ in each. The identity `key` does the block multiplication once for arbitrary `A` and `B`; it then serves to check the inverse, to rebuild the generator and to rebuild its exponential.

`posDef_add` tests $U$ on the unnormalised $(v,v)$, which accounts for its factor 2. In the main theorem, `hsum` adds the blocks, and `hinv` subtracts the two metric equations to obtain $(X+Y)(X-Y)=I$. The logarithm built from `Real.log` gives existence, and injectivity gives uniqueness.

For the converse, positivity comes from writing the quadratic form as $\sum_i e^{d_i}(P^Tx)_i^2$, where $P$ and $d$ now diagonalise $G$. The metric condition comes from `hc`, which is $SGS=-G$, carried through the exponential by `Matrix.exp_conj`.
